# The Kubo Sum over Omitted Empty States Is the Weight of the Spurious Conductivity Pole in a Finite Gapped System

The diamagnetic term is taken here to be a double commutator, evaluated in the full finite orbital basis even when the sum over transitions is truncated. In the continuum, with \(H=p^2/2m_e+V(x)\) and \(\hbar=1\), this commutator is the constant \(1/m_e\). In a finite basis it is a matrix, the second derivative at \(A=0\) of \(e^{iAX}He^{-iAX}\), which the model takes as its Hamiltonian for unit charge in a uniform vector potential \(A\). Projecting \((p-A)^2/2m_e+V\) onto an orthonormal basis would instead give \(1/m_e\) times the identity as the second derivative.

## From the double commutator to the pole

Let \(H\) be diagonal with real energies \(E_m\), let \(X\) be a Hermitian position matrix, and let \(v=i[H,X]\). The set of occupied states is \(O\), and \(S\) is the set of empty states kept in the calculation. Define

\[
D=\sum_{n\in O}[X,[H,X]]_{nn},\qquad
K(S)=\sum_{n\in O}\sum_{m\in S}\frac{2|v_{mn}|^2}{E_m-E_n}.
\]

If every empty level lies strictly above every occupied one, then \(D\) equals \(K\) taken over all empty states, and \(D-K(S)=K(\text{omitted})\ge 0\).

Since \(H\) is diagonal, \([H,X]_{mn}=(E_m-E_n)X_{mn}\), so \(|v_{mn}|^2=(E_m-E_n)^2|X_{mn}|^2\). Hermiticity gives \(X_{nm}X_{mn}=|X_{mn}|^2\), and therefore

\[
[X,[H,X]]_{nn}=\sum_m\bigl[(E_m-E_n)-(E_n-E_m)\bigr]|X_{mn}|^2
=\sum_m 2(E_m-E_n)|X_{mn}|^2 .
\]

Now sum over \(n\in O\). The terms with \(m\in O\) cancel, because exchanging \(m\) and \(n\) reverses the sign of the energy difference and leaves \(|X_{mn}|\) unchanged. Only empty \(m\) remain. For these \(E_m-E_n>0\), so

\[
2(E_m-E_n)|X_{mn}|^2=\frac{2|v_{mn}|^2}{E_m-E_n}\ge 0 .
\]

This gives the sum rule. Splitting the empty states into kept and omitted ones gives the residual.

The conductivity with the states \(S\) kept, in units where charge and volume are also one, is

\[
\sigma_S(\omega)=\frac{i}{\omega}\Bigl(D-\sum_{n\in O}\sum_{m\in S}\frac{2\Delta|v_{mn}|^2}{\Delta^2-\omega^2}\Bigr),\qquad \Delta=E_m-E_n .
\]

Write \(D=K(S)+K(\text{omitted})\) and pair each term of \(K(S)\) with its dynamic partner:

\[
\frac{i}{\omega}\Bigl(\frac{2|v_{mn}|^2}{\Delta}-\frac{2\Delta|v_{mn}|^2}{\Delta^2-\omega^2}\Bigr)
=-\frac{2i\omega|v_{mn}|^2}{\Delta(\Delta^2-\omega^2)}\longrightarrow 0
\quad(\omega\to0).
\]

What is left is \(iK(\text{omitted})/\omega\). For independent electrons in a finite gapped model, a truncated sum over states can thus imitate the low-frequency response of free carriers.

**Three levels.** Take \(E=(0,1,3)\) with only level 0 occupied, \(X_{10}=X_{20}=1\), their Hermitian partners, and all other elements zero. Then \(D=2\cdot1+2\cdot3=8\). The squared velocities are 1 and 9, so the Kubo terms are \(2\cdot1/1=2\) and \(2\cdot9/3=6\), again 8 in total. Keeping only level 1 leaves the residual 6 and the pole \(6i/\omega\).

**Without the gap condition.** Take \(E=(0,-1,1)\) with the same \(X\) and the same occupied level. The Kubo terms are \(-2\) and \(2\), and \(D=0\). Omitting only level 1 leaves the negative residual \(-2\). Omitting both empty levels leaves residual zero although neither velocity element vanishes.

## The model in Lean

The finite type `ι` labels the orbitals, and `Finset ι` holds sets of them.

```lean
import Mathlib

open Filter Topology
open Complex (I)

namespace KuboSpuriousPole

noncomputable section

variable {ι : Type*} [Fintype ι] [DecidableEq ι]
```

The commutator, Hamiltonian and velocity follow the definitions above. `velocity E X m n` is \(v_{mn}\), with the final state first.

```lean
/-- The commutator `[A, B] = AB - BA` of two matrices. -/
def comm (A B : Matrix ι ι ℂ) : Matrix ι ι ℂ := A * B - B * A

/-- The Hamiltonian in its eigenbasis: the diagonal matrix of the real level energies. -/
def hamiltonian (E : ι → ℝ) : Matrix ι ι ℂ := Matrix.diagonal fun k => (E k : ℂ)

/-- The velocity operator `v = i[H, X]`, in units with `ħ = 1`. -/
def velocity (E : ι → ℝ) (X : Matrix ι ι ℂ) : Matrix ι ι ℂ := I • comm (hamiltonian E) X
```

`diamagnetic` is \(D\), typed as a complex number; that it is real is part of what the theorems show. `kuboSum E X O S` is the real number \(K(S)\).

```lean
/-- The diamagnetic weight: the double commutator `[X, [H, X]]` summed over the diagonal
elements of the occupied states `O`. -/
def diamagnetic (E : ι → ℝ) (X : Matrix ι ι ℂ) (O : Finset ι) : ℂ :=
  ∑ n ∈ O, comm X (comm (hamiltonian E) X) n n

/-- The static Kubo sum over transitions from the occupied states `O` to the states `S`,
defined for `E m ≠ E n` whenever `n` is in `O` and `m` in `S`. -/
def kuboSum (E : ι → ℝ) (X : Matrix ι ι ℂ) (O S : Finset ι) : ℝ :=
  ∑ n ∈ O, ∑ m ∈ S, 2 * ‖velocity E X m n‖ ^ 2 / (E m - E n)
```

The conductivity formula enters as a definition and is not derived from time-dependent perturbation theory. It describes one Cartesian component, with sharp occupations and no broadening. A position matrix of this kind suits a finite system; an extended crystal with periodic boundary conditions needs a different treatment of position.

```lean
/-- The Kubo conductivity at frequency `ω` with the states `S` kept as final states, in units
with charge, `ħ` and volume equal to one; defined for `ω ≠ 0` away from the resonances
`ω = ±(E m - E n)`. -/
def conductivity (E : ι → ℝ) (X : Matrix ι ι ℂ) (O S : Finset ι) (ω : ℂ) : ℂ :=
  I / ω * (diamagnetic E X O - ∑ n ∈ O, ∑ m ∈ S,
    2 * ((E m - E n : ℝ) : ℂ) * (‖velocity E X m n‖ : ℂ) ^ 2 /
      (((E m - E n : ℝ) : ℂ) ^ 2 - ω ^ 2))
```

## Matrix elements and the cancellation

The first two lemmas compute \([H,X]_{mn}\) and \(|v_{mn}|^2\).

```lean
/-- Matrix elements of `[H, X]` are those of `X` times the energy difference. -/
theorem comm_hamiltonian_apply (E : ι → ℝ) (X : Matrix ι ι ℂ) (m n : ι) :
    comm (hamiltonian E) X m n = ((E m - E n : ℝ) : ℂ) * X m n := by
  simp only [comm, hamiltonian, Matrix.sub_apply, Matrix.diagonal_mul, Matrix.mul_diagonal]
  push_cast
  ring

/-- The squared velocity element is the squared energy difference times the squared
position element. -/
theorem norm_velocity_sq (E : ι → ℝ) (X : Matrix ι ι ℂ) (m n : ι) :
    ‖velocity E X m n‖ ^ 2 = (E m - E n) ^ 2 * ‖X m n‖ ^ 2 := by
  rw [velocity, Matrix.smul_apply, comm_hamiltonian_apply, smul_eq_mul, norm_mul, norm_mul,
    Complex.norm_I, one_mul, mul_pow, Complex.norm_real, Real.norm_eq_abs, sq_abs]
```

Next comes the diagonal double commutator. The inner fact `h` is \(X_{nm}X_{mn}=|X_{mn}|^2\), the one place where this lemma uses Hermiticity; `linear_combination` then multiplies it by \(2(E_m-E_n)\).

```lean
/-- For Hermitian `X`, a diagonal element of `[X, [H, X]]` is the sum of position strengths
weighted by twice the transition energies. -/
theorem double_commutator_diag (E : ι → ℝ) {X : Matrix ι ι ℂ} (hX : X.IsHermitian) (n : ι) :
    comm X (comm (hamiltonian E) X) n n
      = ((∑ m, 2 * (E m - E n) * ‖X m n‖ ^ 2 : ℝ) : ℂ) := by
  change (X * comm (hamiltonian E) X - comm (hamiltonian E) X * X) n n = _
  simp only [Matrix.sub_apply, Matrix.mul_apply, comm_hamiltonian_apply]
  rw [← Finset.sum_sub_distrib, Complex.ofReal_sum]
  refine Finset.sum_congr rfl fun m _ => ?_
  have h : X n m * X m n = ((‖X m n‖ ^ 2 : ℝ) : ℂ) := by
    have h1 : X n m = (starRingEnd ℂ) (X m n) := (hX.apply n m).symm
    rw [h1, ← Complex.normSq_eq_norm_sq, Complex.normSq_eq_conj_mul_self]
  push_cast at h ⊢
  linear_combination (2 * ((E m : ℂ) - E n)) * h
```

For occupied pairs, `Finset.sum_comm` exchanges the two labels. The sum equals its own negative, and `linarith` concludes that it is zero.

```lean
omit [Fintype ι] [DecidableEq ι] in
/-- For Hermitian `X`, transitions between two occupied states cancel in pairs. -/
theorem occupied_pairs_cancel (E : ι → ℝ) {X : Matrix ι ι ℂ} (hX : X.IsHermitian)
    (O : Finset ι) : ∑ n ∈ O, ∑ m ∈ O, 2 * (E m - E n) * ‖X m n‖ ^ 2 = 0 := by
  have hs : ∀ a b, ‖X a b‖ = ‖X b a‖ := fun a b => by rw [← hX.apply a b, norm_star]
  -- exchanging the two summation labels reverses the sign
  have h : ∑ n ∈ O, ∑ m ∈ O, 2 * (E m - E n) * ‖X m n‖ ^ 2
      = -∑ n ∈ O, ∑ m ∈ O, 2 * (E m - E n) * ‖X m n‖ ^ 2 := by
    conv_lhs => rw [Finset.sum_comm]
    rw [← Finset.sum_neg_distrib]
    refine Finset.sum_congr rfl fun a _ => ?_
    rw [← Finset.sum_neg_distrib]
    refine Finset.sum_congr rfl fun b _ => ?_
    rw [hs a b]
    ring
  linarith
```

Splitting the sum over \(m\) into `O` and its complement `Oᶜ` gives a sum rule without division, valid for any ordering of the levels.

```lean
/-- For Hermitian `X`, the diamagnetic weight is a sum over transitions from occupied to
empty states only. -/
theorem diamagnetic_eq (E : ι → ℝ) {X : Matrix ι ι ℂ} (hX : X.IsHermitian) (O : Finset ι) :
    diamagnetic E X O
      = ((∑ n ∈ O, ∑ m ∈ Oᶜ, 2 * (E m - E n) * ‖X m n‖ ^ 2 : ℝ) : ℂ) := by
  have hsplit : ∀ n, ∑ m, 2 * (E m - E n) * ‖X m n‖ ^ 2
      = ∑ m ∈ O, 2 * (E m - E n) * ‖X m n‖ ^ 2
        + ∑ m ∈ Oᶜ, 2 * (E m - E n) * ‖X m n‖ ^ 2 :=
    fun n => (Finset.sum_add_sum_compl O _).symm
  rw [diamagnetic, Finset.sum_congr rfl fun n _ => double_commutator_diag E hX n,
    ← Complex.ofReal_sum, Finset.sum_congr rfl fun n _ => hsplit n,
    Finset.sum_add_distrib, occupied_pairs_cancel E hX, zero_add]
```

## The sum rule and its residual

The hypothesis `gap` says that every state outside `O` lies strictly above every state in `O`. It describes levels filled from the bottom up with a gap above the last filled one, and excludes a partly filled degenerate level. Because the levels of a finite system are discrete, a finite piece of metal can satisfy it as well as an insulator. The hypothesis `hS` says that the kept states are empty. The three conclusions are the full sum rule, the residual as a Kubo sum over `Oᶜ \ S`, and its nonnegativity.

In the proof, `full` converts each position term into a velocity term, using the gap to divide by \(E_m-E_n\), and `split` separates kept from omitted states.

```lean
variable {E : ι → ℝ} {X : Matrix ι ι ℂ} {O S : Finset ι}

/-- For Hermitian `X` and all empty levels above all occupied ones, the diamagnetic weight
equals the Kubo sum over all empty states. If only the empty states `S` are kept, the residual
is the Kubo sum over the omitted ones, and it is nonnegative. -/
theorem kubo_sum_rule (hX : X.IsHermitian) (gap : ∀ n ∈ O, ∀ m ∉ O, E n < E m)
    (hS : S ⊆ Oᶜ) :
    diamagnetic E X O = (kuboSum E X O Oᶜ : ℂ) ∧
    diamagnetic E X O - (kuboSum E X O S : ℂ) = (kuboSum E X O (Oᶜ \ S) : ℂ) ∧
    0 ≤ kuboSum E X O (Oᶜ \ S) := by
  have full : diamagnetic E X O = (kuboSum E X O Oᶜ : ℂ) := by
    rw [diamagnetic_eq E hX, kuboSum]
    congr 1
    refine Finset.sum_congr rfl fun n hn => Finset.sum_congr rfl fun m hm => ?_
    have hd : E m - E n ≠ 0 := (sub_pos.2 (gap n hn m (Finset.mem_compl.1 hm))).ne'
    rw [norm_velocity_sq, eq_div_iff hd]
    ring
  -- the empty states split into omitted and kept ones
  have split : kuboSum E X O (Oᶜ \ S) + kuboSum E X O S = kuboSum E X O Oᶜ := by
    unfold kuboSum
    rw [← Finset.sum_add_distrib]
    exact Finset.sum_congr rfl fun n _ => Finset.sum_sdiff hS
  refine ⟨full, ?_, ?_⟩
  · rw [full, ← split]
    push_cast
    ring
  · refine Finset.sum_nonneg fun n hn => Finset.sum_nonneg fun m hm => ?_
    have hm' := Finset.mem_compl.1 (Finset.mem_sdiff.1 hm).1
    exact div_nonneg (by positivity) (sub_pos.2 (gap n hn m hm')).le
```

A sum of nonnegative terms vanishes only if each term does. The truncated sum is therefore exact precisely when all omitted velocity elements between occupied and empty states are zero.

```lean
/-- For Hermitian `X` and all empty levels above all occupied ones, a truncated set `S` of empty
states exhausts the sum rule exactly when every omitted velocity element vanishes. -/
theorem truncation_exact_iff (hX : X.IsHermitian) (gap : ∀ n ∈ O, ∀ m ∉ O, E n < E m)
    (hS : S ⊆ Oᶜ) :
    diamagnetic E X O = (kuboSum E X O S : ℂ) ↔
      ∀ n ∈ O, ∀ m ∈ Oᶜ \ S, velocity E X m n = 0 := by
  have hpos : ∀ n ∈ O, ∀ m ∈ Oᶜ \ S, 0 < E m - E n := fun n hn m hm =>
    sub_pos.2 (gap n hn m (Finset.mem_compl.1 (Finset.mem_sdiff.1 hm).1))
  have hterm : ∀ n ∈ O, ∀ m ∈ Oᶜ \ S,
      0 ≤ 2 * ‖velocity E X m n‖ ^ 2 / (E m - E n) := fun n hn m hm =>
    div_nonneg (by positivity) (hpos n hn m hm).le
  rw [← sub_eq_zero, (kubo_sum_rule hX gap hS).2.1, Complex.ofReal_eq_zero, kuboSum,
    Finset.sum_eq_zero_iff_of_nonneg fun n hn => Finset.sum_nonneg (hterm n hn)]
  refine forall₂_congr fun n hn => ?_
  rw [Finset.sum_eq_zero_iff_of_nonneg (hterm n hn)]
  refine forall₂_congr fun m hm => ?_
  simp [div_eq_zero_iff, (hpos n hn m hm).ne']
```

## The low-frequency limit

The filter `𝓝[≠] 0` describes complex \(\omega\) approaching zero without reaching it. The theorem says that \(\sigma_S(\omega)-iK(\text{omitted})/\omega\) tends to zero, so there is a true pole exactly when the omitted weight is nonzero.

The inner statement `term` is the single-transition limit computed above, with `d` for \(\Delta\) and `a` for \(|v_{mn}|\). It rewrites the difference as a function continuous at zero, where its value is zero. `tendsto_finsetSum` adds these limits over all kept transitions, and `hD` inserts the residual from the sum rule.

```lean
/-- For Hermitian `X` and all empty levels above all occupied ones, the conductivity with only the
empty states `S` kept approaches, at low frequency, a pole `i R / ω` whose weight `R` is
the Kubo sum over the omitted states. -/
theorem spurious_pole (hX : X.IsHermitian) (gap : ∀ n ∈ O, ∀ m ∉ O, E n < E m)
    (hS : S ⊆ Oᶜ) :
    Tendsto (fun ω : ℂ => conductivity E X O S ω - I * (kuboSum E X O (Oᶜ \ S) : ℂ) / ω)
      (𝓝[≠] 0) (𝓝 0) := by
  -- one transition, with its static value subtracted, leaves no pole
  have term : ∀ d a : ℝ, d ≠ 0 → Tendsto (fun ω : ℂ =>
      I / ω * (2 * (a : ℂ) ^ 2 / (d : ℂ) - 2 * (d : ℂ) * (a : ℂ) ^ 2 / ((d : ℂ) ^ 2 - ω ^ 2)))
      (𝓝[≠] 0) (𝓝 0) := by
    intro d a hd
    have hd' : (d : ℂ) ≠ 0 := Complex.ofReal_ne_zero.2 hd
    have hden : ContinuousAt (fun ω : ℂ => (d : ℂ) ^ 2 - ω ^ 2) 0 := by fun_prop
    have hne : ∀ᶠ ω : ℂ in 𝓝[≠] 0, (d : ℂ) ^ 2 - ω ^ 2 ≠ 0 :=
      (hden.eventually_ne (by simpa using hd)).filter_mono nhdsWithin_le_nhds
    have hnum : ContinuousAt (fun ω : ℂ => -(I * ω * (2 * (a : ℂ) ^ 2))) 0 := by fun_prop
    have hden' : ContinuousAt (fun ω : ℂ => (d : ℂ) * ((d : ℂ) ^ 2 - ω ^ 2)) 0 := by fun_prop
    have hc : ContinuousAt (fun ω : ℂ =>
        -(I * ω * (2 * (a : ℂ) ^ 2)) / ((d : ℂ) * ((d : ℂ) ^ 2 - ω ^ 2))) 0 :=
      hnum.div hden' (by simpa using hd)
    have hg := hc.tendsto.mono_left (nhdsWithin_le_nhds (s := {0}ᶜ))
    simp only [mul_zero, zero_mul, neg_zero, zero_div] at hg
    refine hg.congr' ?_
    filter_upwards [hne, self_mem_nhdsWithin] with ω h1 h2
    have h3 : ω ≠ 0 := h2
    rw [div_sub_div _ _ hd' h1, div_mul_div_comm,
      div_eq_div_iff (mul_ne_zero hd' h1) (mul_ne_zero h3 (mul_ne_zero hd' h1))]
    ring
  have h := tendsto_finsetSum O fun n hn => tendsto_finsetSum S fun m hm =>
    term (E m - E n) ‖velocity E X m n‖
      (sub_pos.2 (gap n hn m (Finset.mem_compl.1 (hS hm)))).ne'
  simp only [Finset.sum_const_zero] at h
  refine h.congr fun ω => ?_
  have hD : diamagnetic E X O = (kuboSum E X O S : ℂ) + (kuboSum E X O (Oᶜ \ S) : ℂ) := by
    linear_combination (kubo_sum_rule hX gap hS).2.1
  have hK : (kuboSum E X O S : ℂ) = ∑ n ∈ O, ∑ m ∈ S,
      2 * (‖velocity E X m n‖ : ℂ) ^ 2 / ((E m - E n : ℝ) : ℂ) := by
    simp [kuboSum]
  rw [conductivity, hD, hK]
  simp only [← Finset.mul_sum, Finset.sum_sub_distrib]
  ring
```

With all empty states kept, the omitted set is empty and the subtracted pole is zero, so the conductivity itself vanishes in the static limit.

```lean
/-- For Hermitian `X` and all empty levels above all occupied ones, the conductivity with all empty
states kept vanishes in the static limit. -/
theorem static_conductivity_vanishes (hX : X.IsHermitian)
    (gap : ∀ n ∈ O, ∀ m ∉ O, E n < E m) :
    Tendsto (conductivity E X O Oᶜ) (𝓝[≠] 0) (𝓝 0) := by
  simpa [kuboSum] using spurious_pole hX gap (Finset.Subset.refl Oᶜ)

end

end KuboSpuriousPole
```

```lean
#print axioms KuboSpuriousPole.truncation_exact_iff
-- 'KuboSpuriousPole.truncation_exact_iff' depends on axioms: [propext, Classical.choice, Quot.sound]
#print axioms KuboSpuriousPole.spurious_pole
-- 'KuboSpuriousPole.spurious_pole' depends on axioms: [propext, Classical.choice, Quot.sound]
#print axioms KuboSpuriousPole.static_conductivity_vanishes
-- 'KuboSpuriousPole.static_conductivity_vanishes' depends on axioms: [propext, Classical.choice, Quot.sound]
```
